# The derivative of Im[z log(z/(eD))] along a path in the upper half-plane

Consider a resonant level coupled to a flat band that runs from −D to D, with energies measured from the Fermi level. Write z = ε + iΔ, where ε is the level's position and Δ > 0 its half-width at half maximum. For |z| much smaller than D, adding the level changes the zero-temperature ground-state energy by (1/π) Im[z log(z/(eD))] per spin component. The theorem `hasDerivAt_im_mul_log` concerns the calculus of this expression, without the factor 1/π. It says that if a path γ has derivative v at the real parameter t, with Im γ(t) > 0 and D > 0, then Im[γ log(γ/(eD))] has derivative Im[(log(|γ(t)|/D) + i arg γ(t)) v] there, with log and arg on their principal branches. The attempt differentiates the product, takes the imaginary part through the continuous linear map `Complex.imCLM`, and uses `log_split`, whose −1 cancels the 1 that the product rule produces.

The failing Lean file:

```lean
import Mathlib

open scoped Real
open Complex (I)

namespace ReadNewnsSaddle

noncomputable section

/-- The logarithm of `z/(eD)` splits into `log(|z|/D) - 1` and the phase of `z`. -/
theorem log_split {D : ℝ} (hD : 0 < D) {z : ℂ} (hz : z ≠ 0) :
    Complex.log (z / ((Real.exp 1 * D : ℝ) : ℂ))
      = ((Real.log (‖z‖ / D) : ℝ) : ℂ) - 1 + (Complex.arg z : ℂ) * I := by
  have hc : 0 < Real.exp 1 * D := mul_pos (Real.exp_pos 1) hD
  have hl : Complex.log z = ((Real.log ‖z‖ : ℝ) : ℂ) + (Complex.arg z : ℂ) * I := rfl
  rw [div_eq_inv_mul, ← Complex.ofReal_inv, Complex.log_ofReal_mul (inv_pos.mpr hc) hz, hl,
    Real.log_inv, Real.log_mul (Real.exp_pos 1).ne' hD.ne', Real.log_exp,
    Real.log_div (norm_ne_zero_iff.mpr hz) hD.ne']
  simp only [Complex.ofReal_neg, Complex.ofReal_add, Complex.ofReal_sub, Complex.ofReal_one]
  ring

/-- Derivative of `Im (z log(z/(eD)))` along a real path `z = γ(t)` in the upper half plane. -/
theorem hasDerivAt_im_mul_log {D : ℝ} (hD : 0 < D) {γ : ℝ → ℂ} {v : ℂ} {t : ℝ}
    (hγ : HasDerivAt γ v t) (him : 0 < (γ t).im) :
    HasDerivAt (fun s => (γ s * Complex.log (γ s / ((Real.exp 1 * D : ℝ) : ℂ))).im)
      ((((Real.log (‖γ t‖ / D) : ℝ) : ℂ) + (Complex.arg (γ t) : ℂ) * I) * v).im t := by
  have hc : 0 < Real.exp 1 * D := mul_pos (Real.exp_pos 1) hD
  have hcne : ((Real.exp 1 * D : ℝ) : ℂ) ≠ 0 := Complex.ofReal_ne_zero.mpr hc.ne'
  have hz : γ t ≠ 0 := by
    intro h
    simp [h] at him
  have hs : γ t / ((Real.exp 1 * D : ℝ) : ℂ) ∈ Complex.slitPlane := by
    refine Complex.mem_slitPlane_iff.mpr (Or.inr ?_)
    rw [Complex.div_ofReal_im]
    exact (div_pos him hc).ne'
  have h1 := hγ.fun_mul ((hγ.div_const ((Real.exp 1 * D : ℝ) : ℂ)).clog_real hs)
  have h2 := Complex.imCLM.hasFDerivAt.comp_hasDerivAt t h1
  refine h2.congr_deriv (congrArg Complex.im ?_)
  -- the product rule adds exactly the 1 that the factor e removed
  have h3 : ∀ c : ℂ, c ≠ 0 → γ t * (v / c / (γ t / c)) = v := by
    intro c hc0
    field_simp
  rw [h3 _ hcne, log_split hD hz]
  ring

end

end ReadNewnsSaddle
```

The compiler's answer:

```
Main.lean:38:24: error: Application type mismatch: The argument
  congrArg Complex.im ?m.207
has type
  Complex.im ?m.205 = Complex.im ?m.206
but is expected to have type
  Complex.imCLM (v * Complex.log (γ t / ↑(rexp 1 * D)) + γ t * (v / ↑(rexp 1 * D) / (γ t / ↑(rexp 1 * D)))) =
    ((↑(Real.log (‖γ t‖ / D)) + ↑(γ t).arg * I) * v).im
in the application
  HasDerivAt.congr_deriv h2 (congrArg Complex.im ?m.207)
```

The mended proof, as a diff:

```diff
@@ -36,5 +36,8 @@
   have h1 := hγ.fun_mul ((hγ.div_const ((Real.exp 1 * D : ℝ) : ℂ)).clog_real hs)
   have h2 := Complex.imCLM.hasFDerivAt.comp_hasDerivAt t h1
-  refine h2.congr_deriv (congrArg Complex.im ?_)
+  refine h2.congr_deriv ?_
+  change (v * Complex.log (γ t / ((Real.exp 1 * D : ℝ) : ℂ))
+    + γ t * (v / ((Real.exp 1 * D : ℝ) : ℂ) / (γ t / ((Real.exp 1 * D : ℝ) : ℂ)))).im = _
+  refine congrArg Complex.im ?_
   -- the product rule adds exactly the 1 that the factor e removed
   have h3 : ∀ c : ℂ, c ≠ 0 → γ t * (v / c / (γ t / c)) = v := by
```

Cause. The message concerns the form of an equation, not the derivative itself. `congrArg Complex.im ?_` proves equations with `Complex.im` applied on both sides. The equation that `h2.congr_deriv` needs has `Complex.imCLM` applied on the left, because `h2` was obtained through that map. The two give the same imaginary part, but Lean did not match them here, with the arguments of `Complex.im` still to be determined, and so it rejected the term.

The repair first leaves the needed equation as a goal, with `refine h2.congr_deriv ?_`. The `change` then writes out the left side with `.im` in place of `Complex.imCLM`, which Lean accepts because the two forms are equal by definition; the `_` keeps the right side as it was. Now both sides have the form `congrArg Complex.im ?_` expects, and it reduces the goal to an equation between complex numbers. The rest of the proof, unchanged, proves that equation.
